# The coupling of Mathieu modes n and −n through the modes between them, at energy n², is qⁿ/det A(q)

The Mathieu operator −d²/dx² + 2q cos 2x links Fourier modes exp(ikx) whose k differ by 2, with strength q. For n = m + 2 ≥ 2, the modes n and −n are thus joined through the finite chain n − 2, …, −n + 2, and A(q) is n² minus the operator restricted to that chain. `coupling_mul_det` states that if det A(q) ≠ 0, the coupling c(q), defined as q² times a corner entry of A(q)⁻¹, satisfies c(q) det A(q) = qⁿ. The proof writes the inverse as the adjugate over the determinant, and finds the corner cofactor from a triangular matrix with −q all along its diagonal.

Lean 4 with Mathlib refuses this proof:

```lean
import Mathlib

open Filter Topology

namespace MathieuGap

noncomputable section

/-- The Mathieu operator -d²/dx² + 2q cos 2x in the basis of Fourier modes exp(ikx). -/
def mathieu (q : ℝ) : Matrix ℤ ℤ ℝ :=
  Matrix.of fun k l => if k = l then (k : ℝ) ^ 2 else if k = l + 2 ∨ l = k + 2 then q else 0

/-- The intermediate modes n - 2j, j = 1, ..., n - 1, where n = m + 2. -/
def mode (m : ℕ) (i : Fin (m + 1)) : ℤ := (m : ℤ) + 2 - 2 * ((i : ℕ) + 1)

/-- The matrix A(q): the energy n² minus the Mathieu operator on the intermediate modes. -/
def interior (m : ℕ) (q : ℝ) : Matrix (Fin (m + 1)) (Fin (m + 1)) ℝ :=
  ((m : ℝ) + 2) ^ 2 • 1 - (mathieu q).submatrix (mode m) (mode m)

/-- The coupling c(q) of the modes n and -n through the intermediate modes, for det A(q) ≠ 0. -/
def coupling (m : ℕ) (q : ℝ) : ℝ := q ^ 2 * (interior m q)⁻¹ 0 (Fin.last m)

/-- A(q) is tridiagonal with diagonal entries n² - (n - 2(i + 1))², i = 0, ..., n - 2, and
off-diagonals -q. -/
theorem interior_apply (m : ℕ) (q : ℝ) (i j : Fin (m + 1)) :
    interior m q i j = if i = j then ((m : ℝ) + 2) ^ 2 - ((m : ℝ) + 2 - 2 * ((i : ℕ) + 1)) ^ 2
      else if (i : ℕ) + 1 = j ∨ (j : ℕ) + 1 = i then -q else 0 := by
  by_cases h : i = j
  · subst h
    simp [interior, mathieu, mode]
  · have hv : (i : ℕ) ≠ j := fun e => h (Fin.ext e)
    have h1 : mode m i ≠ mode m j := by unfold mode; omega
    have h2 : (mode m i = mode m j + 2 ∨ mode m j = mode m i + 2) ↔
        ((i : ℕ) + 1 = j ∨ (j : ℕ) + 1 = i) := by unfold mode; omega
    simp only [interior, mathieu, Matrix.sub_apply, Matrix.smul_apply, Matrix.submatrix_apply,
      Matrix.of_apply, Matrix.one_apply, h, h1, h2, if_false, smul_eq_mul, mul_zero, zero_sub]
    split_ifs <;> simp

/-- Where A(q) is invertible, the coupling obeys c(q) det A(q) = qⁿ. -/
theorem coupling_mul_det (m : ℕ) (q : ℝ) (h : (interior m q).det ≠ 0) :
    coupling m q * (interior m q).det = q ^ (m + 2) := by
  -- the corner cofactor is the determinant of a triangular matrix with diagonal -q
  have hc : (interior m q).adjugate 0 (Fin.last m) = q ^ m := by
    rw [Matrix.adjugate_fin_succ_eq_det_submatrix, Fin.succAbove_last, Fin.succAbove_zero,
      Matrix.det_of_lowerTriangular]
    · have hd : ∀ i : Fin m, (interior m q).submatrix Fin.castSucc Fin.succ i i = -q := by
        intro i
        have hne : i.castSucc ≠ i.succ := by
          intro e
          have e' := congrArg Fin.val e
          change (i : ℕ) = i + 1 at e'
          omega
        rw [Matrix.submatrix_apply, interior_apply, if_neg hne, if_pos (Or.inl rfl)]
      simp only [hd, Finset.prod_const, Finset.card_univ, Fintype.card_fin, Fin.val_last,
        Fin.val_zero, add_zero]
      rw [← mul_pow, neg_one_mul, neg_neg]
    · intro i j hij
      have hv : (i : ℕ) < j := OrderDual.toDual_lt_toDual.mp hij
      have hne : i.castSucc ≠ j.succ := by
        intro e
        have e' := congrArg Fin.val e
        change (i : ℕ) = j + 1 at e'
        omega
      have hno : ¬((i.castSucc : ℕ) + 1 = j.succ ∨ (j.succ : ℕ) + 1 = i.castSucc) := by
        change ¬((i : ℕ) + 1 = j + 1 ∨ (j : ℕ) + 1 + 1 = i)
        omega
      rw [Matrix.submatrix_apply, interior_apply, if_neg hne, if_neg hno]
  rw [coupling, Matrix.inv_def, Matrix.smul_apply, hc, Ring.inverse_eq_inv', smul_eq_mul]
  linear_combination (q ^ 2 * q ^ m) * inv_mul_cancel₀ h

end

end MathieuGap
```

The compiler's answer:

```
Main.lean:45:6: warning: `Matrix.det_of_lowerTriangular` has been deprecated: Use `Matrix.det_of_isLowerTriangular` instead
Main.lean:53:64: error: Tactic `rewrite` failed: Did not find an occurrence of the pattern
  if ?m.135 = ?m.135 ∨ ?m.133 then ?m.137 else ?m.138
in the target expression
  (if ↑i.castSucc + 1 = ↑i.succ ∨ ↑i.succ + 1 = ↑i.castSucc then -q else 0) = -q

m : ℕ
q : ℝ
h : (interior m q).det ≠ 0
i : Fin m
hne : i.castSucc ≠ i.succ
⊢ (if ↑i.castSucc + 1 = ↑i.succ ∨ ↑i.succ + 1 = ↑i.castSucc then -q else 0) = -q
```

Diagnosis. The error arises where the proof shows that each diagonal entry of the triangular matrix is −q. In `if_pos (Or.inl rfl)`, nothing says which equation `rfl` proves, so Lean looks for a condition of the form `?a = ?a ∨ ?b`. The goal has `↑i.castSucc + 1 = ↑i.succ` there. Its two sides are equal by definition, but they are written differently, and `rw` does not unfold definitions far enough to see this when it searches for a pattern.

The repair first states the goal's condition in full as `hyes`. `Or.inl rfl` still proves it, since checking a proof against a stated proposition allows the needed unfolding. `if_pos hyes` then carries the condition just as it appears in the goal, and the rewrite succeeds.

The other two changes are tidying. `Matrix.det_of_isLowerTriangular` replaces a deprecated name, which had caused only a warning, and the comment now includes the cofactor's sign (−1)^m.

After these edits no error is left:

```diff
@@ -40,8 +40,8 @@
 theorem coupling_mul_det (m : ℕ) (q : ℝ) (h : (interior m q).det ≠ 0) :
     coupling m q * (interior m q).det = q ^ (m + 2) := by
-  -- the corner cofactor is the determinant of a triangular matrix with diagonal -q
+  -- the corner cofactor is (-1)^m times the determinant of a triangular matrix with diagonal -q
   have hc : (interior m q).adjugate 0 (Fin.last m) = q ^ m := by
     rw [Matrix.adjugate_fin_succ_eq_det_submatrix, Fin.succAbove_last, Fin.succAbove_zero,
-      Matrix.det_of_lowerTriangular]
+      Matrix.det_of_isLowerTriangular]
     · have hd : ∀ i : Fin m, (interior m q).submatrix Fin.castSucc Fin.succ i i = -q := by
         intro i
@@ -51,5 +51,7 @@
           change (i : ℕ) = i + 1 at e'
           omega
-        rw [Matrix.submatrix_apply, interior_apply, if_neg hne, if_pos (Or.inl rfl)]
+        have hyes : (i.castSucc : ℕ) + 1 = i.succ ∨ (i.succ : ℕ) + 1 = i.castSucc :=
+          Or.inl rfl
+        rw [Matrix.submatrix_apply, interior_apply, if_neg hne, if_pos hyes]
       simp only [hd, Finset.prod_const, Finset.card_univ, Fintype.card_fin, Fin.val_last,
         Fin.val_zero, add_zero]
```
